# At fixed temperature, a charged operator averages to zero once the source is removed from a finite-dimensional system with a conserved charge

Take one mode that is either empty, $|0\rangle$, or occupied, $|1\rangle$, with energy $\varepsilon$ when occupied, and let $b=|0\rangle\langle 1|$ empty it. At inverse temperature $\beta$ the Boltzmann operator is diagonal, with entries $1$ and $e^{-\beta\varepsilon}$, while $b$ has only an off-diagonal entry. Their product has zero diagonal, so the thermal average of $b$ vanishes: $b$ changes the occupation, and the Boltzmann operator does not.

The problems below extend this to any finite-dimensional Hamiltonian that conserves a charge, and then add a source that breaks the conservation. A charged condensate means here a nonzero average of a charged operator that remains when the source is removed. A large occupation $\langle b^\dagger b\rangle$ of one mode is not excluded. In the slave-boson description of a site that cannot be doubly occupied, the charge is $Q=b^\dagger b+\sum_\sigma f_\sigma^\dagger f_\sigma$, where $b$ removes the boson that marks the empty site and $f_\sigma$ removes an auxiliary fermion of spin $\sigma$. The physical states obey the constraint $Q=1$. For a finite cluster with truncated bosons, a nonzero $\langle b\rangle$ that survives removal of the source at fixed temperature therefore signals an approximation that breaks the symmetry generated by $Q$, as condensed-boson mean-field theory does.

Elitzur's theorem for lattice gauge theory is stronger: it controls the average uniformly in system size, and for that it needs the symmetry to be local. The argument here uses one conserved charge, local or global, at fixed size, and does not address the thermodynamic limit.

## Operators, source and charge

Operators are complex square matrices over a finite basis `n`.

```lean
import Mathlib

open Matrix Filter Topology
open scoped ComplexOrder

namespace GaugeChargedCondensate

noncomputable section

variable {n : Type*} [Fintype n] [DecidableEq n]
```

The Boltzmann operator is $e^{-\beta H}$, with $k_B=1$ and $\beta$ any real number.

```lean
/-- The Boltzmann operator `exp(-β H)`. -/
def boltzmann (β : ℝ) (H : Matrix n n ℂ) : Matrix n n ℂ :=
  NormedSpace.exp ((-(β : ℂ)) • H)
```

The thermal average of $A$ is $\langle A\rangle=\mathrm{Tr}(e^{-\beta H}A)/\mathrm{Tr}\,e^{-\beta H}$. The trace runs over the whole space, with all charge sectors included and no projection onto the physical one.

```lean
/-- The thermal average `Tr(exp(-β H) A) / Tr exp(-β H)`, for `H` with nonzero partition
function `Tr exp(-β H)`. -/
def thermalAverage (β : ℝ) (H A : Matrix n n ℂ) : ℂ :=
  (boltzmann β H * A).trace / (boltzmann β H).trace
```

A source of real strength $h$ changes the Hamiltonian to $H_h=H-h(b+b^\dagger)$. It stands for an external field that can create and remove the charged particle.

```lean
/-- The Hamiltonian `H - h (b + b†)` with a source of real strength `h` coupled to `b`. -/
def withSource (H b : Matrix n n ℂ) (h : ℝ) : Matrix n n ℂ :=
  H - (h : ℂ) • (b + bᴴ)
```

Finally, $b$ carries charge $q$ under $Q$ when $Qb-bQ=qb$. Neither a Hermitian $Q$ nor a real $q$ is required.

```lean
/-- The operator `b` carries charge `q` under `Q`: `Q b - b Q = q b`. -/
def HasCharge (Q : Matrix n n ℂ) (q : ℂ) (b : Matrix n n ℂ) : Prop :=
  Q * b - b * Q = q • b
```

## (a) The partition function of a Hermitian Hamiltonian

**Task.** Show that for Hermitian $H$ on a space of dimension at least one,
$$\mathrm{Tr}\,e^{-\beta H}\neq 0 .$$

**Solution.** Put $S=e^{-\beta H/2}$. It is Hermitian, so $e^{-\beta H}=S^\dagger S$ and
$$\mathrm{Tr}\,S^\dagger S=\sum_{ij}|S_{ij}|^2 .$$
This vanishes only if $S=0$. But $S$ has the inverse $e^{\beta H/2}$, so it is not zero.

In the proof, `hS` is the Hermiticity of $S$ and `hsq` the factorisation; the last two lines are the sum of squares and the invertibility. `[Nonempty n]` is the condition on the dimension.

```lean
/-- The partition function of a Hermitian Hamiltonian on a nonzero space does not vanish. -/
theorem partition_ne_zero [Nonempty n] (β : ℝ) {H : Matrix n n ℂ} (hH : H.IsHermitian) :
    (boltzmann β H).trace ≠ 0 := by
  -- the Boltzmann operator is the square of the Hermitian operator exp(-β H / 2)
  have hK : (((-(β / 2) : ℝ) : ℂ) • H).IsHermitian := by
    unfold Matrix.IsHermitian
    rw [conjTranspose_smul, hH.eq, Complex.star_def, Complex.conj_ofReal]
  have hS := hK.exp
  have hsq : boltzmann β H = (NormedSpace.exp (((-(β / 2) : ℝ) : ℂ) • H))ᴴ *
      NormedSpace.exp (((-(β / 2) : ℝ) : ℂ) • H) := by
    rw [hS.eq, ← Matrix.exp_add_of_commute _ _ (Commute.refl _), ← add_smul]
    unfold boltzmann
    congr 2
    push_cast
    ring
  rw [hsq, Ne, Matrix.trace_conjTranspose_mul_self_eq_zero_iff]
  exact (Matrix.isUnit_exp _).ne_zero
```

## (b) The partition function with the source on

**Task.** Show that for Hermitian $H$ on a space of dimension at least one, any $b$ and every real $h$,
$$\mathrm{Tr}\,e^{-\beta H_h}\neq 0 .$$

**Solution.** Since $(b+b^\dagger)^\dagger=b^\dagger+b$ and $h$ is real, $H_h$ is Hermitian, and (a) applies. The thermal average is thus a genuine quotient at every source strength. The Lean proof applies `partition_ne_zero` and then checks that $H_h$ is Hermitian.

```lean
/-- For Hermitian `H` on a nonzero space, the partition function stays nonzero at every real
source strength. -/
theorem partition_withSource_ne_zero [Nonempty n] (β h : ℝ) {H : Matrix n n ℂ}
    (hH : H.IsHermitian) (b : Matrix n n ℂ) :
    (boltzmann β (withSource H b h)).trace ≠ 0 := by
  apply partition_ne_zero
  unfold Matrix.IsHermitian withSource
  rw [conjTranspose_sub, hH.eq, conjTranspose_smul, conjTranspose_add,
    conjTranspose_conjTranspose, Complex.star_def, Complex.conj_ofReal, add_comm bᴴ b]
```

## (c) The trace of a charged operator

**Task.** Let $Q$ commute with $H$ and let $b$ carry charge $q\neq0$. Show that
$$\mathrm{Tr}(e^{-\beta H}b)=0 .$$

**Solution.** Write $B=e^{-\beta H}$. Every power of $H$ commutes with $Q$, hence so does $B$. Then
$$q\,\mathrm{Tr}(Bb)=\mathrm{Tr}\big(B(Qb-bQ)\big)=\mathrm{Tr}(BQb)-\mathrm{Tr}(BbQ).$$
Cyclicity gives $\mathrm{Tr}(BbQ)=\mathrm{Tr}(QBb)$, and $QB=BQ$ turns this into $\mathrm{Tr}(BQb)$, so the right side is zero. Divide by $q$.

The `calc` block follows these equalities, with `hc` for $QB=BQ$ and `Matrix.trace_mul_comm` for cyclicity. Hermiticity of $H$ is not used. In dimension one all matrices commute, so $q\neq0$ forces $b=0$; the two-level mode is the smallest case with a nonzero $b$.

```lean
/-- If `H` commutes with `Q` and `b` carries nonzero charge under `Q`, then
`Tr(exp(-β H) b) = 0`. -/
theorem trace_charged_eq_zero (β : ℝ) {H Q b : Matrix n n ℂ} {q : ℂ}
    (hQ : Commute Q H) (hb : HasCharge Q q b) (hq : q ≠ 0) :
    (boltzmann β H * b).trace = 0 := by
  have hc : Q * boltzmann β H = boltzmann β H * Q :=
    (Commute.exp_right (hQ.smul_right (-(β : ℂ)))).eq
  -- the trace of `exp(-β H) (Q b - b Q)` vanishes by cyclicity and `hc`
  have key : q * (boltzmann β H * b).trace = 0 := by
    calc q * (boltzmann β H * b).trace
        = (boltzmann β H * (Q * b - b * Q)).trace := by
          rw [show Q * b - b * Q = q • b from hb, Matrix.mul_smul, trace_smul, smul_eq_mul]
      _ = (boltzmann β H * Q * b).trace - (boltzmann β H * b * Q).trace := by
          simp only [mul_sub, trace_sub, mul_assoc]
      _ = 0 := by
          rw [Matrix.trace_mul_comm (boltzmann β H * b) Q, ← mul_assoc, hc, sub_self]
  exact (mul_eq_zero.mp key).resolve_left hq
```

## (d) Products of charged operators

**Task.** Let $Q$ commute with $H$, and let $a$ and $b$ carry charges $p$ and $q$ with $p+q\neq0$. Show that
$$\mathrm{Tr}(e^{-\beta H}ab)=0 .$$

**Solution.** Adding and subtracting $aQb$ gives
$$Qab-abQ=(Qa-aQ)b+a(Qb-bQ)=(p+q)\,ab .$$
So $ab$ carries charge $p+q$, and (c) applies. Neutral products such as $b^\dagger b$ in the two-level mode are left free to have nonzero averages. In Lean, `noncomm_ring` checks the first equality.

```lean
/-- If `H` commutes with `Q`, the trace of `exp(-β H) a b` vanishes whenever the charges of
`a` and `b` do not add up to zero. -/
theorem trace_charged_pair_eq_zero (β : ℝ) {H Q a b : Matrix n n ℂ} {p q : ℂ}
    (hQ : Commute Q H) (ha : HasCharge Q p a) (hb : HasCharge Q q b) (hpq : p + q ≠ 0) :
    (boltzmann β H * (a * b)).trace = 0 := by
  refine trace_charged_eq_zero β hQ (q := p + q) ?_ hpq
  -- the commutator with Q acts as a derivation, so charges add
  unfold HasCharge at *
  calc Q * (a * b) - a * b * Q = (Q * a - a * Q) * b + a * (Q * b - b * Q) := by
        noncomm_ring
    _ = (p + q) • (a * b) := by
        rw [ha, hb, Matrix.smul_mul, Matrix.mul_smul, add_smul]
```

## (e) Continuity in the source

**Task.** Show that for any matrices $H$, $b$ and $A$,
$$h\mapsto \mathrm{Tr}(e^{-\beta H_h}A)\ \text{ is continuous on }\mathbb R .$$

**Solution.** The entries of $-\beta H_h$ are affine in $h$, the matrix exponential is continuous, and multiplication by $A$ followed by the trace is linear. The composition is continuous. The Lean proof builds the same chain: `hham` for $H_h$, `harg` for the exponent, `hexp` for the exponential.

```lean
open scoped Matrix.Norms.Operator in
/-- The unnormalised thermal expectation of any operator `A` is a continuous function of the
source strength. -/
theorem continuous_trace_withSource (β : ℝ) (H b A : Matrix n n ℂ) :
    Continuous fun h : ℝ => (boltzmann β (withSource H b h) * A).trace := by
  have hexp : Continuous (fun M : Matrix n n ℂ => NormedSpace.exp M) :=
    NormedSpace.exp_continuous
  have hsrc : Continuous fun h : ℝ => (h : ℂ) • (b + bᴴ) :=
    Complex.continuous_ofReal.smul continuous_const
  have hham : Continuous fun h : ℝ => withSource H b h :=
    (continuous_const (y := H)).sub hsrc
  have harg : Continuous fun h : ℝ => (-(β : ℂ)) • withSource H b h :=
    hham.const_smul (-(β : ℂ))
  exact ((hexp.comp harg).mul continuous_const).matrix_trace
```

## (f) Removing the source

**Task.** Let $H$ be Hermitian and commute with $Q$, and let $b$ carry charge $q\neq0$. Show that at fixed $\beta$, on a space of dimension at least one,
$$\lim_{h\to0}\frac{\mathrm{Tr}(e^{-\beta H_h}b)}{\mathrm{Tr}\,e^{-\beta H_h}}=0 .$$

**Solution.** By (e) with $A=b$, the numerator tends to $\mathrm{Tr}(e^{-\beta H}b)$, which is zero by (c). By (e) with $A=1$, the denominator tends to $\mathrm{Tr}\,e^{-\beta H}$, which is nonzero by (a). The quotient tends to $0$.

In the code these two limits are `hnum` and `hden`, and `hnum.div` combines them. The statement `Tendsto … (𝓝 0) (𝓝 0)` lets $h$ approach zero from both sides. It gives no rate and no uniformity in $\beta$ or in the dimension.

The same argument, carried out here only by hand, covers any other operator $A$ of nonzero charge under $Q$: its average with the source still coupled to $b$ also tends to zero.

```lean
/-- At fixed `β`, on a nonzero space: if the Hermitian `H` commutes with `Q` and `b` carries nonzero
charge, the thermal average of `b` in the presence of the source `-h (b + b†)` tends to zero as
`h → 0`. -/
theorem no_charged_condensate [Nonempty n] (β : ℝ) {H Q b : Matrix n n ℂ} {q : ℂ}
    (hH : H.IsHermitian) (hQ : Commute Q H) (hb : HasCharge Q q b) (hq : q ≠ 0) :
    Tendsto (fun h : ℝ => thermalAverage β (withSource H b h) b) (𝓝 0) (𝓝 0) := by
  have h0 : withSource H b 0 = H := by simp [withSource]
  have hnum := (continuous_trace_withSource β H b b).tendsto 0
  have hden := (continuous_trace_withSource β H b 1).tendsto 0
  simp only [h0, mul_one] at hnum hden
  rw [trace_charged_eq_zero β hQ hb hq] at hnum
  -- the denominator has a nonzero limit, so the quotient converges
  have hlim := hnum.div hden (partition_ne_zero β hH)
  rw [zero_div] at hlim
  exact hlim
```

## (g) The two-level mode satisfies the hypotheses

The opening example returns as matrices, with index `0` for the empty state and `1` for the occupied one. First comes $b=|0\rangle\langle1|$, then the occupation number $N=|1\rangle\langle1|$.

```lean
/-- The lowering operator of a mode with occupation zero or one. -/
def lower : Matrix (Fin 2) (Fin 2) ℂ := !![0, 1; 0, 0]

/-- The occupation number of a mode with occupation zero or one. -/
def number : Matrix (Fin 2) (Fin 2) ℂ := !![0, 0; 0, 1]
```

**Task.** For real $\varepsilon$, show that $\varepsilon N$ is Hermitian and commutes with $N$, that $b\neq0$, and that
$$Nb-bN=-b .$$

**Solution.** $N$ is real and diagonal, so $\varepsilon N$ is Hermitian, and it commutes with $N$. Next, $Nb=|1\rangle\langle1|0\rangle\langle1|=0$ and $bN=|0\rangle\langle1|1\rangle\langle1|=b$, which gives charge $-1$. The entry $\langle0|b|1\rangle=1$ shows $b\neq0$. Lean compares the matrices entry by entry.

```lean
/-- For a single mode of energy `ε`, the Hamiltonian `ε N` is Hermitian and commutes with `N`,
and the nonzero lowering operator carries charge `-1` under `N`. -/
theorem no_charged_condensate_witness (ε : ℝ) :
    ((ε : ℂ) • number).IsHermitian ∧ Commute number ((ε : ℂ) • number) ∧
      HasCharge number (-1) lower ∧ lower ≠ 0 := by
  refine ⟨?_, (Commute.refl number).smul_right _, ?_, ?_⟩
  · ext i j
    fin_cases i <;> fin_cases j <;> simp [number]
  · unfold HasCharge
    ext i j
    fin_cases i <;> fin_cases j <;> simp [number, lower]
  · intro h
    have h01 := congrFun (congrFun h 0) 1
    simp [lower] at h01
```

## (h) The exponential of a Pauli matrix

**Task.** For complex $t$, show that
$$\exp\begin{pmatrix}0&t\\t&0\end{pmatrix}=\begin{pmatrix}\cosh t&\sinh t\\\sinh t&\cosh t\end{pmatrix}.$$

**Solution.** The normalised eigenvectors are $(|0\rangle\pm|1\rangle)/\sqrt2$, with eigenvalues $\pm t$. In this basis the exponential is diagonal with entries $e^{\pm t}$. Transforming back gives diagonal entries $(e^t+e^{-t})/2$ and off-diagonal entries $(e^t-e^{-t})/2$.

The code uses the unnormalised columns $(1,1)$ and $(1,-1)$; the missing factors $1/\sqrt2$ appear as the entries $\pm1/2$ of the inverse matrix in `hUV`.

```lean
/-- The exponential of `t` times the Pauli matrix `σₓ` has entries `cosh t` and `sinh t`. -/
theorem exp_pauliX (t : ℂ) : NormedSpace.exp !![0, t; t, 0] =
    !![Complex.cosh t, Complex.sinh t; Complex.sinh t, Complex.cosh t] := by
  have hUV : (!![1, 1; 1, -1] : Matrix (Fin 2) (Fin 2) ℂ) * !![1/2, 1/2; 1/2, -1/2] = 1 := by
    ext i j
    fin_cases i <;> fin_cases j <;> norm_num [Matrix.mul_apply, Fin.sum_univ_two]
  have hU : IsUnit (!![1, 1; 1, -1] : Matrix (Fin 2) (Fin 2) ℂ) :=
    ⟨⟨_, _, hUV, mul_eq_one_comm.mp hUV⟩, rfl⟩
  -- diagonalise in the basis of symmetric and antisymmetric states
  have hd : !![0, t; t, 0] = (!![1, 1; 1, -1] : Matrix (Fin 2) (Fin 2) ℂ) *
      diagonal ![t, -t] * (!![1, 1; 1, -1] : Matrix (Fin 2) (Fin 2) ℂ)⁻¹ := by
    rw [Matrix.inv_eq_right_inv hUV]
    ext i j
    fin_cases i <;> fin_cases j <;>
      simp [Matrix.mul_apply, Fin.sum_univ_two, Matrix.vecMul_diagonal] <;> ring
  rw [hd, Matrix.exp_conj _ _ hU, Matrix.exp_diagonal, Matrix.inv_eq_right_inv hUV,
    Pi.exp_def, ← Complex.exp_eq_exp_ℂ]
  ext i j
  fin_cases i <;> fin_cases j <;>
    simp [Matrix.mul_apply, Fin.sum_univ_two, Matrix.vecMul_diagonal, Complex.cosh,
      Complex.sinh] <;>
    ring
```

## (i) The response at zero energy

**Task.** For the two-level mode with $H=0$, show that
$$\langle b\rangle_h=\tfrac12\tanh(\beta h),$$
where $\langle\cdot\rangle_h$ is the thermal average for $H_h$.

**Solution.** Here $b+b^\dagger$ is the Pauli matrix $\sigma_x$, so $-\beta H_h=\beta h\,\sigma_x$. By (h) with $t=\beta h$, the partition function is $2\cosh\beta h$. Multiplying by $b$ and taking the trace picks out the lower left entry, $\sinh\beta h$. The ratio is the claim. For small $\beta h$ it is close to $\beta h/2$, so it vanishes with the source, as (f) requires.

In Lean, `harg` identifies the exponent and `hnum` the numerator.

```lean
/-- For the single mode at zero energy, the source induces the average `tanh(β h) / 2` of the
lowering operator. -/
theorem average_lower (β h : ℝ) :
    thermalAverage β (withSource 0 lower h) lower = ((Real.tanh (β * h) / 2 : ℝ) : ℂ) := by
  have harg : (-(β : ℂ)) • withSource 0 lower h = !![0, (β : ℂ) * h; (β : ℂ) * h, 0] := by
    ext i j
    fin_cases i <;> fin_cases j <;> simp [withSource, lower]
  unfold thermalAverage boltzmann
  rw [harg, exp_pauliX]
  have hnum : (!![Complex.cosh (β * h), Complex.sinh (β * h);
      Complex.sinh (β * h), Complex.cosh (β * h)] * lower).trace = Complex.sinh (β * h) := by
    simp [lower, trace_fin_two]
  rw [hnum, trace_fin_two_of]
  push_cast
  rw [Complex.tanh_eq_sinh_div_cosh]
  ring
```

## (j) Zero temperature at a fixed source

**Task.** For the same mode with $H=0$ and fixed $h>0$, show that
$$\lim_{\beta\to\infty}\langle b\rangle_h=\tfrac12 .$$

**Solution.** Write
$$\tanh x=\frac{1-e^{-2x}}{1+e^{-2x}},\qquad x=\beta h .$$
Since $h>0$, the exponential tends to $0$ as $\beta\to\infty$, so $\tanh x\to1$ and the average tends to $1/2$. In the proof, `htanh` is the identity and `he` the decay of the exponential.

The limit does not depend on $h$, so letting $h\to0^+$ afterwards leaves $1/2$, whereas (f) gives $0$ when the source is removed at fixed temperature. The cause is the degeneracy of $|0\rangle$ and $|1\rangle$ at $H=0$: an arbitrarily weak source selects the ground state $(|0\rangle+|1\rangle)/\sqrt2$. No thermodynamic limit is involved.

```lean
/-- For the single mode at zero energy and a fixed source `h > 0`, the average of the lowering
operator tends to `1/2` as `β → ∞`. -/
theorem average_lower_zero_temperature {h : ℝ} (hh : 0 < h) :
    Tendsto (fun β : ℝ => thermalAverage β (withSource 0 lower h) lower) atTop
      (𝓝 (((1 / 2 : ℝ) : ℂ))) := by
  have htanh : ∀ x : ℝ,
      Real.tanh x = (1 - Real.exp (-(2 * x))) / (1 + Real.exp (-(2 * x))) := by
    intro x
    have h2 : Real.exp (-(2 * x)) = Real.exp (-x) * Real.exp (-x) := by
      rw [← Real.exp_add]
      congr 1
      ring
    have h1 : Real.exp x * Real.exp (-x) = 1 := by
      rw [← Real.exp_add, add_neg_cancel, Real.exp_zero]
    rw [Real.tanh_eq_sinh_div_cosh, Real.sinh_eq, Real.cosh_eq, h2,
      div_eq_div_iff (by positivity) (by positivity)]
    linear_combination Real.exp (-x) * h1
  have hlin : Tendsto (fun β : ℝ => 2 * (β * h)) atTop atTop :=
    (tendsto_id.atTop_mul_const hh).const_mul_atTop two_pos
  have he : Tendsto (fun β : ℝ => Real.exp (-(2 * (β * h)))) atTop (𝓝 0) :=
    Real.tendsto_exp_neg_atTop_nhds_zero.comp hlin
  have hone : Tendsto (fun _ : ℝ => (1 : ℝ)) atTop (𝓝 1) := tendsto_const_nhds
  have hlim : Tendsto (fun β : ℝ => Real.tanh (β * h) / 2) atTop (𝓝 (1 / 2)) := by
    simp only [htanh]
    have hq := ((hone.sub he).div (hone.add he) (by norm_num)).div_const 2
    rw [sub_zero, add_zero, div_one] at hq
    exact hq
  simp only [average_lower]
  exact (Complex.continuous_ofReal.tendsto _).comp hlim

end

end GaugeChargedCondensate
```

```lean
#print axioms GaugeChargedCondensate.partition_withSource_ne_zero
#print axioms GaugeChargedCondensate.trace_charged_pair_eq_zero
#print axioms GaugeChargedCondensate.no_charged_condensate
#print axioms GaugeChargedCondensate.average_lower_zero_temperature
```

```
'GaugeChargedCondensate.partition_withSource_ne_zero' depends on axioms: [propext, Classical.choice, Quot.sound]
'GaugeChargedCondensate.trace_charged_pair_eq_zero' depends on axioms: [propext, Classical.choice, Quot.sound]
'GaugeChargedCondensate.no_charged_condensate' depends on axioms: [propext, Classical.choice, Quot.sound]
'GaugeChargedCondensate.average_lower_zero_temperature' depends on axioms: [propext, Classical.choice, Quot.sound]
```
